# Even degeneracy of every level in field-free XXZ clusters with an odd number of spins 1/2

## Configurations, exchange and the Hamiltonian

Take $N$ spins 1/2, labelled $0,\dots,N-1$, and set $\hbar=1$. A configuration $\sigma$ assigns up or down to every site. Write $s(\sigma_k)=\pm\tfrac12$ for the z component of spin $k$, and $M(\sigma)=\sum_k s(\sigma_k)$ for the magnetization. A state is a complex function $\psi(\sigma)$. The Hamiltonian is

$$H=\sum_{i<j}\left[J^{xy}_{ij}(S^x_iS^x_j+S^y_iS^y_j)+J^z_{ij}S^z_iS^z_j\right],$$

with arbitrary real couplings on all pairs and no magnetic field.

Since $S^x_iS^x_j+S^y_iS^y_j=\tfrac12(S^+_iS^-_j+S^-_iS^+_j)$, the transverse term annihilates parallel spins and exchanges antiparallel ones with amplitude $\tfrac12$. Let $\sigma^{ij}$ be $\sigma$ with spins $i$ and $j$ exchanged, and let $a_{ij}(\sigma)$ be $0$ if $\sigma_i=\sigma_j$ and $J^{xy}_{ij}/2$ otherwise. Then

$$(H\psi)(\sigma)=\sum_{i<j}\left[J^z_{ij}\,s(\sigma_i)s(\sigma_j)\,\psi(\sigma)+a_{ij}(\sigma)\,\psi(\sigma^{ij})\right].$$

Two more operators are needed: the total $S^z$, with $(S^z\psi)(\sigma)=M(\sigma)\psi(\sigma)$, and the global flip $F$, with $(F\psi)(\sigma)=\psi(\bar\sigma)$, where $\bar\sigma$ has every spin reversed.

## Two invertible anticommuting symmetries force an even dimension

The claim is that for odd $N$ every eigenspace of $H$ has even dimension.

**$S^z$ commutes with $H$.** An exchange only permutes the terms of the magnetization, so $M(\sigma^{ij})=M(\sigma)$. Every term of $(HS^z\psi)(\sigma)$ therefore carries the common factor $M(\sigma)$, which gives $HS^z=S^zH$.

**$F$ commutes with $H$.** Evaluate $H\psi$ at $\bar\sigma$. The Ising product is unchanged, because $(-s(\sigma_i))(-s(\sigma_j))=s(\sigma_i)s(\sigma_j)$. Two spins are antiparallel in $\bar\sigma$ exactly when they are in $\sigma$, and flipping commutes with exchanging. Hence $(FH\psi)(\sigma)=(HF\psi)(\sigma)$.

**$F$ anticommutes with $S^z$.** Since $M(\bar\sigma)=-M(\sigma)$,

$$(FS^z\psi)(\sigma)=M(\bar\sigma)\psi(\bar\sigma)=-M(\sigma)(F\psi)(\sigma)=-(S^zF\psi)(\sigma).$$

**Opposite sectors match.** If $H\psi=E\psi$ and $S^z\psi=m\psi$, then $F\psi$ has energy $E$ and $S^zF\psi=-FS^z\psi=-mF\psi$. As $F^2=1$, $F$ is injective, so the sector $(E,m)$ is no larger than $(E,-m)$. Exchanging $m$ and $-m$ gives equality, for any $N$.

**No zero magnetization.** With $u$ spins up, $2M(\sigma)=2u-N$, which is nonzero for odd $N$. Thus $S^z$ is injective.

**The determinant.** Let $V$ be the eigenspace for $E$, of dimension $d$. Both $F$ and $S^z$ map $V$ into itself; call the restrictions $A$ and $B$. From $AB=-BA$,

$$\det A\,\det B=(-1)^d\det B\,\det A.$$

Both determinants are nonzero because $A$ and $B$ are injective. So $(-1)^d=1$, and $d$ is even.

Oddness of $N$ matters. For two spins with $J^{xy}_{01}=J^z_{01}=1$, the singlet $(\uparrow\downarrow-\downarrow\uparrow)/\sqrt2$ has energy $-\tfrac14-\tfrac12=-\tfrac34$, while the three triplet states have energy $\tfrac14$. The lower level has dimension one. Here $S^z$ annihilates the singlet, and the determinant argument breaks down.

In exact diagonalisation of a finite, field-free XXZ cluster, sectors of negative magnetization need no separate calculation, since the flip supplies their levels and states. If all sectors are nevertheless diagonalised in full, then for odd $N$ a level whose total multiplicity over all sectors comes out odd signals an error, either in the calculation or in deciding which rounded eigenvalues belong to the same level.

## The model in Lean

Configurations are Boolean functions on `Fin N`, with `true` for up, and states are complex functions of configurations.

```lean
import Mathlib

open Module

namespace XXZSpinFlip

noncomputable section

/-- A configuration of `N` spins 1/2: `true` is up, `false` is down. -/
abbrev Config (N : ℕ) := Fin N → Bool

/-- A state is a complex amplitude for every configuration. -/
abbrev State (N : ℕ) := Config N → ℂ
```

The next definitions are $s$, $M$ and $\sigma\mapsto\bar\sigma$.

```lean
/-- The z component of one spin, in units of ħ. -/
def spin : Bool → ℂ
  | true => 1 / 2
  | false => -1 / 2

variable {N : ℕ}

/-- The magnetization of a configuration. -/
def magnetization (σ : Config N) : ℂ := ∑ k, spin (σ k)

/-- Reverse all spins. -/
def flipAll (σ : Config N) : Config N := fun k => !σ k
```

The Hamiltonian is entered through its action on amplitudes, the second displayed formula above. `Finset.Ioi i` restricts the inner sum to $j>i$, so only those entries of `Jxy` and `Jz` matter, and `σ ∘ Equiv.swap i j` is $\sigma^{ij}$. The two remaining fields establish linearity.

```lean
/-- The XXZ Hamiltonian without field: each pair `i < j` has the Ising energy `Jz Sz Sz`, and
the transverse coupling `Jxy (Sx Sx + Sy Sy)` exchanges antiparallel spins with
amplitude `Jxy / 2`. -/
def xxz (Jxy Jz : Fin N → Fin N → ℝ) : End ℂ (State N) where
  toFun ψ := fun σ => ∑ i, ∑ j ∈ Finset.Ioi i,
    ((Jz i j : ℂ) * spin (σ i) * spin (σ j) * ψ σ +
      (if σ i = σ j then 0 else (Jxy i j : ℂ) / 2) * ψ (σ ∘ Equiv.swap i j))
  map_add' ψ φ := by
    funext σ
    simp only [Pi.add_apply, ← Finset.sum_add_distrib]
    exact Finset.sum_congr rfl fun i _ => Finset.sum_congr rfl fun j _ => by ring
  map_smul' c ψ := by
    funext σ
    simp only [Pi.smul_apply, smul_eq_mul, RingHom.id_apply, Finset.mul_sum]
    exact Finset.sum_congr rfl fun i _ => Finset.sum_congr rfl fun j _ => by ring
```

One other way to model this is to define $S^x_k$, $S^y_k$ and $S^z_k$ as operators on states and assemble $H$ from their products. The exchange rule would then be a lemma to prove; in the present definition it is an input, justified by the ladder-operator identity above.

```lean
/-- The total `Sz`, diagonal in the configurations. -/
def totalSz : End ℂ (State N) where
  toFun ψ := fun σ => magnetization σ * ψ σ
  map_add' ψ φ := by funext σ; simp only [Pi.add_apply]; ring
  map_smul' c ψ := by
    funext σ; simp only [Pi.smul_apply, smul_eq_mul, RingHom.id_apply]; ring

/-- The global spin flip acting on states. -/
def globalFlip : End ℂ (State N) where
  toFun ψ := fun σ => ψ (flipAll σ)
  map_add' _ _ := rfl
  map_smul' _ _ := rfl
```

## The symmetries

Conservation of $S^z$ is checked amplitude by amplitude. The local fact `h` is $M(\sigma^{ij})=M(\sigma)$, obtained by reindexing the sum over sites.

```lean
/-- The XXZ Hamiltonian conserves the total `Sz`. -/
theorem totalSz_commute_xxz (Jxy Jz : Fin N → Fin N → ℝ) :
    Commute totalSz (xxz Jxy Jz) := by
  refine LinearMap.ext fun ψ => funext fun σ => ?_
  change totalSz (xxz Jxy Jz ψ) σ = xxz Jxy Jz (totalSz ψ) σ
  -- exchanging two spins leaves the magnetization unchanged
  have h : ∀ i j, magnetization (σ ∘ Equiv.swap i j) = magnetization σ :=
    fun i j => Equiv.sum_comp (Equiv.swap i j) (fun k => spin (σ k))
  simp only [totalSz, xxz, LinearMap.coe_mk, AddHom.coe_mk, h, Finset.mul_sum]
  exact Finset.sum_congr rfl fun i _ => Finset.sum_congr rfl fun j _ => by ring
```

For the flip, `e` says that flipping and exchanging commute, and `hq` that flipping preserves whether two spins are parallel. The proof then treats parallel and antiparallel pairs separately.

```lean
/-- Reversing all spins changes the sign of each z component. -/
theorem spin_flipAll (σ : Config N) (k : Fin N) : spin (flipAll σ k) = -spin (σ k) := by
  change spin (!σ k) = _
  cases σ k <;> norm_num [spin]

/-- The global spin flip is a symmetry of the XXZ Hamiltonian without field. -/
theorem globalFlip_commute_xxz (Jxy Jz : Fin N → Fin N → ℝ) :
    Commute globalFlip (xxz Jxy Jz) := by
  refine LinearMap.ext fun ψ => funext fun σ => ?_
  change globalFlip (xxz Jxy Jz ψ) σ = xxz Jxy Jz (globalFlip ψ) σ
  simp only [globalFlip, xxz, LinearMap.coe_mk, AddHom.coe_mk]
  refine Finset.sum_congr rfl fun i _ => Finset.sum_congr rfl fun j _ => ?_
  have e : flipAll σ ∘ Equiv.swap i j = flipAll (σ ∘ Equiv.swap i j) := rfl
  have hq : flipAll σ i = flipAll σ j ↔ σ i = σ j := by simp [flipAll]
  rw [e, spin_flipAll, spin_flipAll]
  by_cases h : σ i = σ j
  · rw [if_pos h, if_pos (hq.2 h)]; ring
  · rw [if_neg h, if_neg (mt hq.1 h)]; ring
```

The anticommutation relation follows from the sign change of each spin, and injectivity from flipping twice.

```lean
/-- The global spin flip reverses the total `Sz`. -/
theorem globalFlip_totalSz :
    (globalFlip * totalSz : End ℂ (State N)) = -(totalSz * globalFlip) := by
  refine LinearMap.ext fun ψ => funext fun σ => ?_
  change magnetization (flipAll σ) * ψ (flipAll σ) = -(magnetization σ * ψ (flipAll σ))
  simp only [magnetization, spin_flipAll, Finset.sum_neg_distrib, neg_mul]

/-- The global spin flip loses no information about the state. -/
theorem globalFlip_injective : Function.Injective (globalFlip : End ℂ (State N)) := by
  intro ψ φ h
  funext σ
  have h1 : ψ (flipAll (flipAll σ)) = φ (flipAll (flipAll σ)) := congrFun h (flipAll σ)
  have h2 : flipAll (flipAll σ) = σ := by funext k; simp [flipAll]
  rwa [h2] at h1
```

## Energy levels and their magnetization sectors

Any operator $A$ commuting with $H$ preserves its eigenspaces: if $Hx=Ex$, then $HAx=AHx=EAx$.

```lean
/-- An operator that commutes with `H` maps each eigenspace of `H` into itself. -/
theorem mem_eigenspace_of_commute {A H : End ℂ (State N)} (h : Commute A H) {E : ℂ}
    (x : State N) (hx : x ∈ End.eigenspace H E) : A x ∈ End.eigenspace H E := by
  rw [End.mem_eigenspace_iff] at hx ⊢
  have h1 : A (H x) = H (A x) := LinearMap.congr_fun h.eq x
  rw [← h1, hx, map_smul]
```

In the sector theorem, `⊓` is the intersection of two eigenspaces and `finrank` is the dimension. The inequality `key` is the embedding by $F$; applying it at both $m$ and $-m$ gives equality. There is no condition on $N$.

```lean
/-- For any number of spins, the states of energy `E` with total `Sz` equal to `m` and
those with total `Sz` equal to `-m` form spaces of equal dimension. -/
theorem finrank_sector_eq (Jxy Jz : Fin N → Fin N → ℝ) (E m : ℂ) :
    finrank ℂ ↥(End.eigenspace (xxz Jxy Jz) E ⊓ End.eigenspace totalSz m) =
      finrank ℂ ↥(End.eigenspace (xxz Jxy Jz) E ⊓ End.eigenspace totalSz (-m)) := by
  -- the flip embeds each sector into the opposite one
  have key : ∀ m : ℂ,
      finrank ℂ ↥(End.eigenspace (xxz Jxy Jz) E ⊓ End.eigenspace totalSz m) ≤
      finrank ℂ ↥(End.eigenspace (xxz Jxy Jz) E ⊓ End.eigenspace totalSz (-m)) := by
    intro m
    have hmap : ∀ x ∈ End.eigenspace (xxz Jxy Jz) E ⊓ End.eigenspace totalSz m,
        globalFlip x ∈ End.eigenspace (xxz Jxy Jz) E ⊓ End.eigenspace totalSz (-m) := by
      intro x hx
      refine ⟨mem_eigenspace_of_commute (globalFlip_commute_xxz Jxy Jz) x hx.1, ?_⟩
      have h1 : globalFlip (totalSz x) = -(totalSz (globalFlip x)) :=
        LinearMap.congr_fun globalFlip_totalSz x
      rw [End.mem_eigenspace_iff.1 hx.2, map_smul] at h1
      exact End.mem_eigenspace_iff.2 (by rw [neg_smul, h1, neg_neg])
    exact LinearMap.finrank_le_finrank_of_injective (f := globalFlip.restrict hmap)
      fun x y h => Subtype.ext (globalFlip_injective (congrArg Subtype.val h))
  have h := key (-m)
  rw [neg_neg] at h
  exact le_antisymm (key m) h
```

## Odd clusters

To exclude zero magnetization, the proof sums $2s(\sigma_k)+1$, which is $2$ for an up spin and $0$ for a down spin. If $M(\sigma)=0$, this gives $N=2u$, contradicting oddness.

```lean
/-- An odd number of spins 1/2 has no configuration of zero magnetization. -/
theorem magnetization_ne_zero (hN : Odd N) (σ : Config N) : magnetization σ ≠ 0 := by
  intro h0
  have h : ∑ k, (2 * spin (σ k) + 1) = ∑ k, 2 * ((σ k).toNat : ℂ) :=
    Finset.sum_congr rfl fun k _ => by cases σ k <;> norm_num [spin]
  rw [Finset.sum_add_distrib, ← Finset.mul_sum, ← Finset.mul_sum, ← Nat.cast_sum] at h
  change 2 * magnetization σ + _ = _ at h
  rw [h0] at h
  generalize (∑ k, (σ k).toNat) = u at h
  have h1 : (N : ℂ) = 2 * (u : ℂ) := by simpa using h
  have h2 : N = 2 * u := by exact_mod_cast h1
  obtain ⟨r, hr⟩ := hN
  omega
```

The final theorem allows any complex `E`; if `E` is not an eigenvalue, the eigenspace is zero and its dimension, $0$, is even. For $N=1$ there are no pairs, $H=0$, and the single level has dimension two.

The proof uses the determinant argument directly, without the sector theorem. `A` and `B` are the restrictions of $F$ and $S^z$, `hAB` is their anticommutation, and `hdet` turns injectivity into a nonzero determinant. Assuming odd dimension, the determinants of the two sides of `hAB` give $\det A\det B=-\det B\det A$, so the product vanishes, a contradiction.

```lean
/-- For an odd number of spins 1/2 with arbitrary real XXZ couplings on all pairs and no
field, every eigenspace of the Hamiltonian has even dimension. -/
theorem even_finrank_eigenspace (hN : Odd N) (Jxy Jz : Fin N → Fin N → ℝ) (E : ℂ) :
    Even (finrank ℂ (End.eigenspace (xxz Jxy Jz) E)) := by
  -- restrict the flip and the total Sz to the eigenspace
  let A := globalFlip.restrict
    (mem_eigenspace_of_commute (E := E) (globalFlip_commute_xxz Jxy Jz))
  let B := totalSz.restrict
    (mem_eigenspace_of_commute (E := E) (totalSz_commute_xxz Jxy Jz))
  have hA : Function.Injective A :=
    fun x y h => Subtype.ext (globalFlip_injective (congrArg Subtype.val h))
  have hB : Function.Injective B := fun x y h => Subtype.ext (funext fun σ =>
    mul_left_cancel₀ (magnetization_ne_zero hN σ) (congrFun (congrArg Subtype.val h) σ))
  have hAB : A * B = -(B * A) :=
    LinearMap.ext fun x => Subtype.ext (LinearMap.congr_fun globalFlip_totalSz x.1)
  have hdet : ∀ C : End ℂ (End.eigenspace (xxz Jxy Jz) E), Function.Injective C →
      LinearMap.det C ≠ 0 := fun C hC h0 =>
    (LinearMap.bot_lt_ker_of_det_eq_zero h0).ne' (LinearMap.ker_eq_bot.2 hC)
  by_contra hodd
  -- in odd dimension the determinants of the two sides have opposite signs
  have h1 := congrArg LinearMap.det hAB
  rw [← neg_one_smul ℂ (B * A), LinearMap.det_smul, map_mul, map_mul,
    (Nat.not_even_iff_odd.1 hodd).neg_one_pow] at h1
  have h2 : LinearMap.det A * LinearMap.det B = 0 := by linear_combination h1 / 2
  exact mul_ne_zero (hdet A hA) (hdet B hB) h2

end

end XXZSpinFlip
```

```lean
#print axioms XXZSpinFlip.finrank_sector_eq
-- 'XXZSpinFlip.finrank_sector_eq' depends on axioms: [propext, Classical.choice, Quot.sound]
#print axioms XXZSpinFlip.even_finrank_eigenspace
-- 'XXZSpinFlip.even_finrank_eigenspace' depends on axioms: [propext, Classical.choice, Quot.sound]
```
